# The matrix diag(V⁻², V⁻⁶) as the dynamical matrix of two uncoupled modes with frequencies V⁻¹ and V⁻³

Written in mass-weighted normal coordinates, the dynamical matrix of uncoupled harmonic modes is diagonal, with the squared angular frequencies of the modes as its entries. The theorem `twoMode_eq` says that, for every real V > 0, the 2×2 matrix diag(V⁻², V⁻⁶) is the dynamical matrix, in this form, of two modes whose frequencies follow the power laws V⁻¹ and V⁻³, with V and the frequencies taken as dimensionless numbers. One side is written with integer powers of V and the other with squares of real powers, so the proof has to pass between the two kinds of power. It proves the equality of each pair of diagonal entries, as `e1` and `e3`, and then compares the diagonals entry by entry.

An attempt in Lean 4 with a fault in it:

```lean
import Mathlib

open Matrix

namespace SortedGruneisen

noncomputable section

variable {n : Type*} [Fintype n] [DecidableEq n]

/-- The power-law frequency branch `ω(V) = w V^(-g)`. -/
def powerLaw (w g V : ℝ) : ℝ := w * V ^ (-g)

/-- The dynamical matrix of uncoupled power-law modes `w V^(-γ i)`, all of which have the frequency
`w` at `V = 1`. -/
def latticeD (w : ℝ) (γ : n → ℝ) (V : ℝ) : Matrix n n ℝ :=
  diagonal fun i => powerLaw w (γ i) V ^ 2

/-- The two-mode dynamical matrix `diag(V^(-2), V^(-6))`. -/
def twoMode (V : ℝ) : Matrix (Fin 2) (Fin 2) ℝ :=
  diagonal ![V ^ (-2 : ℤ), V ^ (-6 : ℤ)]

/-- For `V > 0` the matrix `diag(V^(-2), V^(-6))` is the power-law lattice with parameters `γ` equal
to 1 and 3 and unit frequency at `V = 1`. -/
theorem twoMode_eq {V : ℝ} (hV : 0 < V) : twoMode V = latticeD 1 ![1, 3] V := by
  have h3 : V ^ (3 : ℝ) = V ^ (3 : ℕ) := by exact_mod_cast Real.rpow_natCast V 3
  have e1 : V ^ (-2 : ℤ) = powerLaw 1 1 V ^ 2 := by
    rw [powerLaw, Real.rpow_neg hV.le, Real.rpow_one, zpow_neg, zpow_ofNat, one_mul, inv_pow]
  have e3 : V ^ (-6 : ℤ) = powerLaw 1 3 V ^ 2 := by
    rw [powerLaw, Real.rpow_neg hV.le, h3, zpow_neg, zpow_ofNat, one_mul, inv_pow, ← pow_mul]
  unfold twoMode latticeD
  congr 1
  ext i
  fin_cases i
  · exact e1
  · exact e3

end

end SortedGruneisen
```

The compiler's answer:

```
Main.lean:28:54: error: Ambiguous term
  zpow_neg
Possible interpretations:
  _root_.zpow_neg : ∀ (a : ?m.79) (n : ℤ), a ^ (-n) = (a ^ n)⁻¹
  
  Matrix.zpow_neg : IsUnit (det ?m.84) → ∀ (n : ℤ), ?m.84 ^ (-n) = (?m.84 ^ n)⁻¹
Main.lean:30:43: error: Ambiguous term
  zpow_neg
Possible interpretations:
  _root_.zpow_neg : ∀ (a : ?m.125) (n : ℤ), a ^ (-n) = (a ^ n)⁻¹
  
  Matrix.zpow_neg : IsUnit (det ?m.130) → ∀ (n : ℤ), ?m.130 ^ (-n) = (?m.130 ^ n)⁻¹
```

Diagnosis. Both errors have the same cause. The file has `open Matrix`, so the short name `zpow_neg` can mean either the general lemma `_root_.zpow_neg` or `Matrix.zpow_neg`, which is about square matrices with invertible determinant. `rw` elaborates the lemma name before it looks for a matching term in the goal, so the fact that V is a real number doesn't help it choose. Both readings make sense on their own, and Lean reports an ambiguous term. The general lemma is the one wanted, and writing `_root_.zpow_neg` in `e1` and `e3` selects it.

The messages report no ambiguity for `zpow_ofNat`, but it comes later in each `rw` and was never reached, so they don't show whether its `_root_.` prefix is needed.

The diff also replaces the last rewrites, `one_mul`, `inv_pow` and, in `e3`, `← pow_mul`, by `ring`. What is left to prove at that point is that (V²)⁻¹ equals (1 · V⁻¹)² in `e1`, and that (V⁶)⁻¹ equals (1 · (V³)⁻¹)² in `e3`, and `ring` proves both. Each `rw` stopped at `zpow_neg`, so the messages don't say whether the old endings would have worked.

Lean accepts the file once it reads:

```diff
@@ -26,7 +26,9 @@
   have h3 : V ^ (3 : ℝ) = V ^ (3 : ℕ) := by exact_mod_cast Real.rpow_natCast V 3
   have e1 : V ^ (-2 : ℤ) = powerLaw 1 1 V ^ 2 := by
-    rw [powerLaw, Real.rpow_neg hV.le, Real.rpow_one, zpow_neg, zpow_ofNat, one_mul, inv_pow]
+    rw [powerLaw, Real.rpow_neg hV.le, Real.rpow_one, _root_.zpow_neg, _root_.zpow_ofNat]
+    ring
   have e3 : V ^ (-6 : ℤ) = powerLaw 1 3 V ^ 2 := by
-    rw [powerLaw, Real.rpow_neg hV.le, h3, zpow_neg, zpow_ofNat, one_mul, inv_pow, ← pow_mul]
+    rw [powerLaw, Real.rpow_neg hV.le, h3, _root_.zpow_neg, _root_.zpow_ofNat]
+    ring
   unfold twoMode latticeD
   congr 1
```
